# Mutual Coulomb energy of two collinear finite dipoles with their negative ends facing

On a line, two dipoles of length `ε`, each made of charges +1 and −1, have their negative ends facing each other and their positive ends at distance 1. The theorem `collinear_energy` states that, for `0 < ε < 1/2`, their mutual Coulomb energy in Gaussian units is `2 * ε ^ 2 / ((1 - ε) * (1 - 2 * ε))`. The charges are fixed points, and the energy within each dipole is not counted. The proof expands the double sum into four terms, evaluates the distances using the bounds on `ε`, and then tries to prove the resulting identity of fractions with `field_simp` and `ring`.

Lean 4 with Mathlib refuses this proof:

```lean
import Mathlib

open Set

namespace CollinearEnergy

noncomputable section

variable {E : Type*} [NormedAddCommGroup E] [InnerProductSpace ℝ E]
variable {ι κ : Type*} [Fintype ι] [Fintype κ]

/-- Mutual Coulomb energy (Gaussian units) of charges `q i` at `s i` and charges `p j` at `r + t j`;
physically meaningful when no `s i` equals any `r + t j`. -/
def clusterEnergy (q : ι → ℝ) (s : ι → E) (p : κ → ℝ) (t : κ → E) (r : E) : ℝ :=
  ∑ i, ∑ j, q i * p j / ‖r + t j - s i‖

/-- Two collinear dipoles of unit charges and length `ε`, with their negative ends facing each other
and their positive ends at distance 1, where `0 < ε < 1/2`, have energy
`2 ε ^ 2 / ((1 - ε) (1 - 2 ε))`. -/
theorem collinear_energy {ε : ℝ} (h0 : 0 < ε) (h1 : ε < 1 / 2) :
    clusterEnergy ![1, -1] ![0, ε] ![1, -1] ![0, -ε] (1 : ℝ) =
      2 * ε ^ 2 / ((1 - ε) * (1 - 2 * ε)) := by
  have e : clusterEnergy ![1, -1] ![0, ε] ![1, -1] ![0, -ε] (1 : ℝ) =
      1 / ‖(1 : ℝ)‖ + -1 / ‖1 + -ε‖ + (-1 / ‖1 - ε‖ + 1 / ‖1 + -ε - ε‖) := by
    simp [clusterEnergy, Fin.sum_univ_two]
  have n1 : ‖1 - ε‖ = 1 - ε := Real.norm_of_nonneg (by linarith)
  have n2 : ‖1 + -ε - ε‖ = 1 - 2 * ε := by
    rw [Real.norm_of_nonneg (by linarith)]
    ring
  have d1 : 1 - ε ≠ 0 := by linarith
  have d2 : 1 - 2 * ε ≠ 0 := by linarith
  rw [e, n2, ← sub_eq_add_neg, n1, norm_one]
  field_simp
  ring

end

end CollinearEnergy
```

The compiler's answer:

```
Try this:
  [apply] ring_nf
  
  The `ring` tactic failed to close the goal. Use `ring_nf` to obtain a normal form.
    
  Note that `ring` works primarily in *commutative* rings. If you have a noncommutative ring, abelian group or module, consider using `noncomm_ring`, `abel` or `module` instead.
Main.lean:22:45: error: unsolved goals
ε : ℝ
h0 : 0 < ε
h1 : ε < 1 / 2
e : clusterEnergy ![1, -1] ![0, ε] ![1, -1] ![0, -ε] 1 = 1 / ‖1‖ + -1 / ‖1 + -ε‖ + (-1 / ‖1 - ε‖ + 1 / ‖1 + -ε - ε‖)
n1 : ‖1 - ε‖ = 1 - ε
n2 : ‖1 + -ε - ε‖ = 1 - 2 * ε
d1 : 1 - ε ≠ 0
d2 : 1 - 2 * ε ≠ 0
⊢ -1 - ε - ε * (1 - ε * 2)⁻¹ + (1 - ε * 2)⁻¹ = ε ^ 2 * (1 - ε * 2)⁻¹ * 2
```

The mended proof, as a diff:

```diff
@@ -31,5 +31,9 @@
   have d2 : 1 - 2 * ε ≠ 0 := by linarith
   rw [e, n2, ← sub_eq_add_neg, n1, norm_one]
-  field_simp
+  -- bring both sides to a common denominator
+  rw [div_add_div _ _ one_ne_zero d1, div_add_div _ _ d1 d2,
+    div_add_div _ _ (mul_ne_zero one_ne_zero d1) (mul_ne_zero d1 d2),
+    div_eq_div_iff (mul_ne_zero (mul_ne_zero one_ne_zero d1) (mul_ne_zero d1 d2))
+      (mul_ne_zero d1 d2)]
   ring
 
```

The error reports the goal left open when `ring` fails to close it and falls back to `ring_nf`. The suggested `ring_nf` would not finish the proof, and the hint about noncommutative rings does not apply, since ℝ is commutative.

The remaining equation is true, but it still contains `(1 - ε * 2)⁻¹`: `field_simp` has not cleared that denominator, although `d2` says it is nonzero. The messages do not show why `d2` was not used. To finish, one must cancel `1 - 2 * ε` against its inverse, which requires it to be nonzero, and `ring` does not use the hypothesis `d2`.

The repair replaces `field_simp` with explicit rewrites. Three uses of `div_add_div` combine the four fractions on the left into one, and `div_eq_div_iff` cross-multiplies the two sides. The nonzero conditions are supplied from `one_ne_zero`, `d1` and `d2`, with `mul_ne_zero` for products. What remains is a polynomial identity without division, which `ring` proves. The added comment only describes the step.
